# Longitudinal and transverse curvature of an energy density that depends only on the length of the magnetisation

For an energy density f(‖m‖) that depends on the magnetisation vector m only through its length, `hasDerivAt_deriv_radialEnergy` gives the second derivative of f(‖m + tu‖) with respect to t at t = 0. It equals f″(‖m‖) times the squared component of u along m, plus f′(‖m‖)/‖m‖ times the squared length of the part of u perpendicular to m. Here f is twice continuously differentiable, m is a nonzero vector in a real inner product space, and u is any vector in that space; if u has unit length at angle θ to m, the two squares are cos²θ and sin²θ. The proof finds the first derivative along the line for t near 0, where the magnetisation stays nonzero, and then differentiates that expression at t = 0 with the chain, product and quotient rules.

The failing Lean file:

```lean
import Mathlib

open Filter Topology

namespace NoncollinearSpinKernel

noncomputable section

variable {E : Type*} [NormedAddCommGroup E] [InnerProductSpace ℝ E]

/-- The noncollinear energy density `F(m) = f(‖m‖)`, a function of the length of the
magnetisation vector. -/
def radialEnergy (f : ℝ → ℝ) (m : E) : ℝ := f ‖m‖

/-- The first derivative of a twice continuously differentiable function is differentiable. -/
lemma differentiable_deriv_of_C2 {f : ℝ → ℝ} (hf : ContDiff ℝ 2 f) :
    Differentiable ℝ (deriv f) := by
  have h : ContDiff ℝ (1 + 1) f := by
    rw [one_add_one_eq_two]
    exact hf
  exact (contDiff_succ_iff_deriv.1 h).2.2.differentiable (by norm_num)

/-- The length of the magnetisation changes along a line at the rate given by the projection of the
direction `u` on the magnetisation, wherever the magnetisation is nonzero. -/
lemma hasDerivAt_norm_line (m u : E) (t : ℝ) (h : m + t • u ≠ 0) :
    HasDerivAt (fun t : ℝ => ‖m + t • u‖) (inner ℝ (m + t • u) u / ‖m + t • u‖) t := by
  have hl : HasDerivAt (fun t : ℝ => m + t • u) u t :=
    (((hasDerivAt_id' t).smul_const u).const_add m).congr_deriv (one_smul ℝ u)
  have hq : HasDerivAt (fun t : ℝ => ‖m + t • u‖ ^ 2) (2 * inner ℝ (m + t • u) u) t :=
    hl.norm_sq
  have hr : ‖m + t • u‖ ≠ 0 := norm_ne_zero_iff.2 h
  have hs := hq.sqrt (pow_ne_zero 2 hr)
  simp only [Real.sqrt_sq (norm_nonneg _)] at hs
  exact hs.congr_deriv (mul_div_mul_left _ _ two_ne_zero)

/-- Curvature of `f(‖m‖)`, for a twice continuously differentiable `f`, at a nonzero magnetisation
along any direction `u`: the part of `u` parallel to `m` carries `f''`, the perpendicular part
carries `f'(‖m‖)/‖m‖`. -/
theorem hasDerivAt_deriv_radialEnergy {f : ℝ → ℝ} (hf : ContDiff ℝ 2 f) {m : E} (hm : m ≠ 0)
    (u : E) :
    HasDerivAt (deriv (fun t : ℝ => radialEnergy f (m + t • u)))
      (deriv (deriv f) ‖m‖ * (inner ℝ m u / ‖m‖) ^ 2
        + deriv f ‖m‖ / ‖m‖ * (‖u‖ ^ 2 - (inner ℝ m u / ‖m‖) ^ 2)) 0 := by
  have h0 : m + (0 : ℝ) • u = m := by simp
  have hr : ‖m‖ ≠ 0 := norm_ne_zero_iff.2 hm
  have hfd : Differentiable ℝ f := hf.differentiable (by norm_num)
  -- the line stays away from zero magnetisation for small t
  have hcont : Continuous (fun t : ℝ => m + t • u) := by fun_prop
  have hne : ∀ᶠ t : ℝ in 𝓝 0, m + t • u ≠ 0 :=
    hcont.continuousAt.eventually_ne (by rw [h0]; exact hm)
  -- first derivative along the line
  have hfirst : deriv (fun t : ℝ => radialEnergy f (m + t • u)) =ᶠ[𝓝 0]
      fun t : ℝ => deriv f ‖m + t • u‖ * (inner ℝ (m + t • u) u / ‖m + t • u‖) := by
    filter_upwards [hne] with t ht
    have hc : HasDerivAt (fun t : ℝ => radialEnergy f (m + t • u))
        (deriv f ‖m + t • u‖ * (inner ℝ (m + t • u) u / ‖m + t • u‖)) t :=
      HasDerivAt.comp t (hfd ‖m + t • u‖).hasDerivAt (hasDerivAt_norm_line m u t ht)
    exact hc.deriv
  -- differentiate once more at t = 0
  have hN := hasDerivAt_norm_line m u 0 (by rw [h0]; exact hm)
  have hl : HasDerivAt (fun t : ℝ => m + t • u) u 0 :=
    (((hasDerivAt_id' (0 : ℝ)).smul_const u).const_add m).congr_deriv (one_smul ℝ u)
  have hI : HasDerivAt (fun t : ℝ => inner ℝ (m + t • u) u) (‖u‖ ^ 2) 0 :=
    (hl.inner ℝ (hasDerivAt_const (0 : ℝ) u)).congr_deriv (by
      rw [inner_zero_right, zero_add, real_inner_self_eq_norm_sq])
  have hD : HasDerivAt (fun t : ℝ => deriv f ‖m + t • u‖)
      (deriv (deriv f) ‖m + (0 : ℝ) • u‖
        * (inner ℝ (m + (0 : ℝ) • u) u / ‖m + (0 : ℝ) • u‖)) 0 :=
    HasDerivAt.comp (0 : ℝ)
      (differentiable_deriv_of_C2 hf ‖m + (0 : ℝ) • u‖).hasDerivAt hN
  have hQ := hD.fun_mul (hI.fun_div hN (by rw [h0]; exact hr))
  refine (hQ.congr_of_eventuallyEq hfirst).congr_deriv ?_
  simp only [h0]
  field_simp

end

end NoncollinearSpinKernel
```

The error:

```
Main.lean:69:4: error: Type mismatch
  HasDerivAt.comp 0 ?m.703 hN
has type
  HasDerivAt (?m.680 ∘ fun t => ‖m + t • u‖) (?m.682 * (inner ℝ (m + 0 • u) u / ‖m + 0 • u‖)) 0
but is expected to have type
  HasDerivAt (fun t => deriv f ‖m + t • u‖) (deriv (deriv f) ‖m + 0 • u‖ * (inner ℝ (m + 0 • u) u / ‖m + 0 • u‖)) 0
```

The mended proof, as a diff:

```diff
@@ -67,5 +67,5 @@
       (deriv (deriv f) ‖m + (0 : ℝ) • u‖
         * (inner ℝ (m + (0 : ℝ) • u) u / ‖m + (0 : ℝ) • u‖)) 0 :=
-    HasDerivAt.comp (0 : ℝ)
+    HasDerivAt.comp (h₂ := deriv f) (h := fun t : ℝ => ‖m + t • u‖) (0 : ℝ)
       (differentiable_deriv_of_C2 hf ‖m + (0 : ℝ) • u‖).hasDerivAt hN
   have hQ := hD.fun_mul (hI.fun_div hN (by rw [h0]; exact hr))
```

Cause. The error is in `hD`, the chain-rule step that differentiates `deriv f ‖m + t • u‖` at t = 0. `HasDerivAt.comp` concludes something about a composite written with `∘`, while `hD` is stated for a single `fun t => …`. To match them, Lean had to work out that the outer function is `deriv f`, and it did not. In the message the inner function is already known, but the outer function and its derivative are still the placeholders `?m.680` and `?m.682`. The argument that would have identified them, the differentiability of `deriv f`, is itself still a placeholder, `?m.703`.

The repair names the outer function with `h₂ := deriv f`. The composite is then fully specified, and unfolding `∘` gives exactly the function in `hD`. The diff also names the inner function with `h := fun t : ℝ => ‖m + t • u‖`, which spells out what the message shows Lean had already found. The mathematics of the step is unchanged.
